# Flux caging of a hub particle on a diamond ring with half a flux quantum per diamond

Take one diamond: two hubs $a_0$ and $a_1$, joined through two rim sites $b_0$ and $c_0$. Three bonds carry the real hopping amplitude $t$, and the bond from $c_0$ to $a_1$ carries $-t$. The two-hop routes from $a_0$ to $a_1$ then add up to $t\cdot t+(-t)\cdot t=0$. The problems below follow this cancellation around a closed ring of $N$ diamonds and through all times.

Cell $k$ has a hub $a_k$ and rim sites $b_k$, $c_k$, with $k$ counted modulo $N$. Both rim sites couple to $a_k$ and to $a_{k+1}$ with amplitude $t$, except that hopping from $c_k$ to $a_{k+1}$ has amplitude $tz$. The phase $z$, with $|z|=1$, stands for the magnetic flux through each diamond, and $z=-1$ is half a flux quantum. All on-site energies are equal and set to zero, and $\hbar=1$. In this finite, non-interacting model, interference alone can confine a particle without disorder, and the closed formulas can serve to test a time-propagation code.

In Lean 4 with Mathlib:

```lean
import Mathlib

open Matrix
open scoped Matrix.Norms.Operator

namespace DiamondRingCaging

noncomputable section
```

The shift $S$ has $S_{jk}=1$ if $j=k+1$ and $0$ otherwise, so it moves cell $k$ to cell $k+1$.

```lean
/-- The cyclic shift on the ring, which moves cell `k` to cell `k + 1`. -/
def shift (N : ℕ) : Matrix (ZMod N) (ZMod N) ℂ :=
  Matrix.of fun j k => if j = k + 1 then 1 else 0
```

The hub–rim matrix is $T=\big(t(1+S),\;t(1+zS)\big)$. Its rows are hubs, and its columns are first the $b_k$, then the $c_k$.

```lean
/-- Hopping amplitudes from the rim sites `b_k` (left) and `c_k` (right) to the hubs:
`t` on every bond, except `t z` on the bond from `c_k` to the hub `a_(k+1)`. -/
def hubRim (N : ℕ) (t : ℝ) (z : ℂ) : Matrix (ZMod N) (ZMod N ⊕ ZMod N) ℂ :=
  Matrix.fromCols ((t : ℂ) • (1 + shift N)) ((t : ℂ) • (1 + z • shift N))
```

The Hamiltonian is $H=\begin{pmatrix}0&T\\T^\dagger&0\end{pmatrix}$. In the index type, `Sum.inl i` is the hub $a_i$, and the right summand holds the rim sites.

```lean
/-- The Hamiltonian of the diamond ring: hubs couple only to rim sites and conversely. -/
def hamiltonian (N : ℕ) (t : ℝ) (z : ℂ) :
    Matrix (ZMod N ⊕ (ZMod N ⊕ ZMod N)) (ZMod N ⊕ (ZMod N ⊕ ZMod N)) ℂ :=
  Matrix.fromBlocks 0 (hubRim N t z) (hubRim N t z)ᴴ 0
```

The propagator is the matrix exponential $e^{-isH}$ at real time $s$. Its entry $(p,q)$ is the amplitude to go from $q$ to $p$.

```lean
/-- The time evolution `exp(-isH)` of a finite system with Hamiltonian `H`. -/
def propagator {n : Type*} [Fintype n] [DecidableEq n] (H : Matrix n n ℂ) (s : ℝ) :
    Matrix n n ℂ :=
  NormedSpace.exp ((s : ℂ) • ((-Complex.I) • H))
```

## (a) The shift is undone by its adjoint

Show that $SS^\dagger=1$ for every $N\ge1$.

**Solution.** $S_{ik}$ is nonzero only for $k=i-1$. Hence $(SS^\dagger)_{ij}=\sum_k S_{ik}S_{jk}^*$ is $1$ if $i-1=j-1$ and $0$ otherwise. In the code, `h` solves the condition for $k$, and the cases $i=j$ and $i\ne j$ follow.

```lean
variable {N : ℕ} [NeZero N]

/-- The cyclic shift times its adjoint is the identity. -/
theorem shift_mul_adjoint : shift N * (shift N)ᴴ = 1 := by
  have h : ∀ i k : ZMod N, shift N i k = if k = i - 1 then 1 else 0 := by
    intro i k
    simp only [shift, Matrix.of_apply, eq_sub_iff_add_eq, eq_comm]
  ext i j
  by_cases hij : i = j
  · subst hij
    simp [Matrix.mul_apply, h]
  · simp [Matrix.mul_apply, h, hij, Ne.symm hij]
```

## (b) Interference of the two paths

For $|z|=1$, show that
$$TT^\dagger=t^2\big(4+(1+z)S+(1+z^*)S^\dagger\big).$$

**Solution.** The two column blocks contribute separately, which is the step `key`:
$$TT^\dagger=t^2\big[(1+S)(1+S^\dagger)+(1+zS)(1+z^*S^\dagger)\big].$$
By (a), the first product is $2+S+S^\dagger$. The second is $1+zS+z^*S^\dagger+|z|^2$, and $|z|^2=1$ enters as `h1`. The sum is the claim. The term $4t^2$ comes from hopping out and back along the same bond, summed over the four bonds at a hub. For $N\ge2$ it is the whole two-hop return amplitude; for $N=1$ the shift terms add to it.

```lean
/-- Two hops from hub to hub, for a phase `z`: the two paths through a diamond add up to
`t² (1 + z)` forwards and to its conjugate backwards, and hopping out and back along the same bond,
summed over the four bonds at a hub, gives `4t²`. -/
theorem two_hops (t : ℝ) {z : ℂ} (hz : ‖z‖ = 1) :
    hubRim N t z * (hubRim N t z)ᴴ =
      ((t : ℂ) ^ 2) • ((4 : ℂ) • (1 : Matrix (ZMod N) (ZMod N) ℂ)
        + (1 + z) • shift N + (1 + star z) • (shift N)ᴴ) := by
  have key : ∀ B C : Matrix (ZMod N) (ZMod N) ℂ,
      Matrix.fromCols B C * (Matrix.fromCols B C)ᴴ = B * Bᴴ + C * Cᴴ := by
    intro B C
    ext i j
    simp only [Matrix.mul_apply, Fintype.sum_sum_type, Matrix.add_apply]
    rfl
  have hst : star (t : ℂ) = t := Complex.conj_ofReal t
  have hzz : z * star z = 1 := by
    rw [Complex.star_def, Complex.mul_conj, Complex.normSq_eq_norm_sq, hz]
    norm_num
  have h1 : (z * star z) • (1 : Matrix (ZMod N) (ZMod N) ℂ) = 1 := by rw [hzz, one_smul]
  rw [hubRim, key]
  simp only [Matrix.conjTranspose_smul, Matrix.conjTranspose_add, Matrix.conjTranspose_one, hst,
    Matrix.smul_mul, Matrix.mul_smul, Matrix.mul_add, Matrix.add_mul, Matrix.one_mul,
    Matrix.mul_one, shift_mul_adjoint]
  linear_combination (norm := module) ((t : ℂ) ^ 2) • h1
```

## (c) Two hops at half a flux quantum

Show that at $z=-1$ one has $TT^\dagger=4t^2\,1$.

**Solution.** Both $1+z$ and $1+z^*$ vanish in (b).

```lean
/-- With a sign change on one bond of each diamond, two hops lead from a hub only to itself. -/
theorem two_hops_caged (t : ℝ) :
    hubRim N t (-1) * (hubRim N t (-1))ᴴ = (4 * (t : ℂ) ^ 2) • 1 := by
  rw [two_hops t (by simp), star_neg, star_one]
  module
```

## (d) A cubic relation for the Hamiltonian

Show that at $z=-1$ one has $H^3=4t^2H$.

**Solution.** Multiplying blocks gives
$$H^3=\begin{pmatrix}0&TT^\dagger T\\T^\dagger TT^\dagger&0\end{pmatrix}.$$
By (c), the blocks are $4t^2T$ and $4t^2T^\dagger$; these are `h1` and `h2`. Every eigenvalue $E$ therefore satisfies $E^3=4t^2E$, so $E$ is $0$ or $\pm2t$.

```lean
/-- With a sign change on one bond of each diamond, the Hamiltonian obeys `H³ = 4t² H`. -/
theorem hamiltonian_cube (t : ℝ) :
    hamiltonian N t (-1) ^ 3 = (4 * (t : ℂ) ^ 2) • hamiltonian N t (-1) := by
  have h := two_hops_caged (N := N) t
  have h1 : hubRim N t (-1) * ((hubRim N t (-1))ᴴ * hubRim N t (-1))
      = (4 * (t : ℂ) ^ 2) • hubRim N t (-1) := by
    rw [← Matrix.mul_assoc, h, Matrix.smul_mul, Matrix.one_mul]
  have h2 : (hubRim N t (-1))ᴴ * (hubRim N t (-1) * (hubRim N t (-1))ᴴ)
      = (4 * (t : ℂ) ^ 2) • (hubRim N t (-1))ᴴ := by
    rw [h, Matrix.mul_smul, Matrix.mul_one]
  rw [pow_succ', pow_two]
  simp only [hamiltonian, Matrix.fromBlocks_multiply, Matrix.fromBlocks_smul, Matrix.zero_mul,
    Matrix.mul_zero, add_zero, zero_add, h1, h2, smul_zero]
```

## (e) The propagator in closed form

For $z=-1$ and $t\neq0$, show that
$$e^{-isH}=1-\frac{i\sin 2ts}{2t}\,H+\frac{\cos 2ts-1}{4t^2}\,H^2 .$$

**Solution.** Put $A=-iH$. Then $A^2=-H^2$, and (d) gives $A^3=-4t^2A$. The right-hand side at time $u$ is
$$U(u)=1+\frac{\sin 2tu}{2t}A+\frac{1-\cos 2tu}{4t^2}A^2 .$$
Its derivative is $\cos(2tu)\,A+\frac{\sin 2tu}{2t}A^2$. Replacing $A^3$ in $AU$ gives the same expression, so $U'=AU$ (`hder`). Therefore
$$\frac{d}{du}\big(e^{-uA}U\big)=e^{-uA}(-A+A)U=0,$$
which is `hG`. Since $U(0)=1$, the product is always $1$, and multiplying by $e^{uA}$ gives $U(u)=e^{uA}$. The code differentiates in a complex variable $u$ and then sets $u=s$.

```lean
/-- For `t ≠ 0` and a sign change on one bond of each diamond, the time evolution is a combination
of `1`, `H` and `H²` in which the time enters only through `sin 2ts` and `cos 2ts`. -/
theorem propagator_eq {t : ℝ} (ht : t ≠ 0) (s : ℝ) :
    propagator (hamiltonian N t (-1)) s =
      1 - (Complex.I * Complex.sin (2 * t * s) / (2 * t)) • hamiltonian N t (-1)
        + ((Complex.cos (2 * t * s) - 1) / (4 * (t : ℂ) ^ 2)) •
          (hamiltonian N t (-1) * hamiltonian N t (-1)) := by
  have htc : (t : ℂ) ≠ 0 := by exact_mod_cast ht
  have h3 := hamiltonian_cube (N := N) t
  rw [pow_succ', pow_two] at h3
  rw [propagator]
  generalize hamiltonian N t (-1) = H at h3 ⊢
  obtain ⟨A, hA⟩ : ∃ A, A = (-Complex.I) • H := ⟨_, rfl⟩
  have hAA : A * A = -(H * H) := by
    rw [hA, smul_mul_assoc, mul_smul_comm, smul_smul, neg_mul_neg, Complex.I_mul_I, neg_one_smul]
  have hA3 : A * (A * A) = (-(4 * (t : ℂ) ^ 2)) • A := by
    rw [hAA, hA, mul_neg, smul_mul_assoc, h3]
    module
  obtain ⟨U, hU⟩ : ∃ U : ℂ → Matrix (ZMod N ⊕ (ZMod N ⊕ ZMod N)) (ZMod N ⊕ (ZMod N ⊕ ZMod N)) ℂ,
      U = fun u => 1 + ((Complex.sin (2 * t * u) / (2 * t)) • A
        + ((1 - Complex.cos (2 * t * u)) / (4 * (t : ℂ) ^ 2)) • (A * A)) := ⟨_, rfl⟩
  -- the candidate solves the Schrödinger equation
  have hder : ∀ u, HasDerivAt U (A * U u) u := by
    intro u
    have hl : HasDerivAt (fun u : ℂ => 2 * (t : ℂ) * u) (2 * t) u := by
      simpa using (hasDerivAt_id u).const_mul (2 * (t : ℂ))
    have hs := (hl.csin.div_const (2 * (t : ℂ))).smul_const A
    have hc := ((hl.ccos.const_sub 1).div_const (4 * (t : ℂ) ^ 2)).smul_const (A * A)
    rw [hU]
    refine ((hs.fun_add hc).const_add 1).congr_deriv ?_
    simp only [mul_add, mul_one, mul_smul_comm, hA3, smul_smul]
    match_scalars <;> field_simp <;> ring
  -- undoing the evolution of the candidate leaves a constant
  have hG : ∀ u, HasDerivAt (fun u : ℂ => NormedSpace.exp (u • (-A)) * U u) 0 u := by
    intro u
    refine ((hasDerivAt_exp_smul_const (-A) u).fun_mul (hder u)).congr_deriv ?_
    simp only [mul_neg, neg_mul, mul_assoc, neg_add_cancel]
  have hconst := is_const_of_deriv_eq_zero (fun u => (hG u).differentiableAt)
    (fun u => (hG u).deriv) (s : ℂ) 0
  have h0 : U 0 = 1 := by simp [hU]
  simp only [zero_smul, NormedSpace.exp_zero, h0, mul_one] at hconst
  have hcomm : Commute ((s : ℂ) • A) ((s : ℂ) • (-A)) :=
    ((Commute.refl A).neg_right.smul_right _).smul_left _
  have hinv : NormedSpace.exp ((s : ℂ) • A) * NormedSpace.exp ((s : ℂ) • (-A)) = 1 := by
    rw [← Matrix.exp_add_of_commute _ _ hcomm, smul_neg, add_neg_cancel, NormedSpace.exp_zero]
  have hfin : NormedSpace.exp ((s : ℂ) • A) = U s := by
    rw [← mul_one (NormedSpace.exp ((s : ℂ) • A)), ← hconst, ← mul_assoc, hinv, one_mul]
  rw [← hA, hfin, hU]
  simp only [hAA]
  rw [hA]
  module
```

## (f) Amplitudes between hubs

For $z=-1$ and all real $t$ and $s$, show that
$$\langle a_i|e^{-isH}|a_j\rangle=\delta_{ij}\cos 2ts .$$

**Solution.** Let $t\ne0$. Between hubs, $1$ has the element $\delta_{ij}$, $H$ has $0$, and $H^2$ has $(TT^\dagger)_{ij}=4t^2\delta_{ij}$. These last two are `e1` and `e2`. Inserted in (e), they give $\delta_{ij}(1+\cos 2ts-1)$. If $t=0$, then $H=0$ and the propagator is $1$, in agreement with $\cos0=1$.

**With numbers.** Let $N=2$ and $t=1$. In the order $b_0,b_1,c_0,c_1$, the rows of $T$ are $(1,1,1,-1)$ for $a_0$ and $(1,1,-1,1)$ for $a_1$. Their scalar product is $1+1-1-1=0$, and each has squared length $4$. A particle started on $a_0$ has amplitude $\cos(\pi/3)=\tfrac12$ there at $s=\pi/6$. The probability is $\tfrac14$ on $a_0$, $0$ on $a_1$ and $\tfrac34$ on the rim.

```lean
/-- Flux caging: with a sign change on one bond of each diamond, a particle started on a hub has
amplitude `cos(2ts)` on that hub and amplitude zero on every other hub, at all real times `s`. -/
theorem flux_caging (t s : ℝ) (i j : ZMod N) :
    propagator (hamiltonian N t (-1)) s (Sum.inl i) (Sum.inl j) =
      if i = j then Complex.cos (2 * t * s) else 0 := by
  by_cases ht : t = 0
  · subst ht
    have hT : hubRim N 0 (-1) = 0 := by
      ext i (k | k) <;> simp [hubRim]
    have hH : hamiltonian N 0 (-1) = 0 := by
      ext (i | i) (j | j) <;> simp [hamiltonian, hT]
    simp [propagator, hH, Matrix.one_apply]
  · have htc : (4 * (t : ℂ) ^ 2) ≠ 0 := by simp [ht]
    have e1 : hamiltonian N t (-1) (Sum.inl i) (Sum.inl j) = 0 := rfl
    have e2 : (hamiltonian N t (-1) * hamiltonian N t (-1)) (Sum.inl i) (Sum.inl j)
        = (4 * (t : ℂ) ^ 2) * (if i = j then 1 else 0) := by
      simp only [hamiltonian, Matrix.fromBlocks_multiply, Matrix.fromBlocks_apply₁₁,
        Matrix.zero_mul, zero_add, two_hops_caged, Matrix.smul_apply, Matrix.one_apply,
        smul_eq_mul]
    rw [propagator_eq ht]
    simp only [Matrix.add_apply, Matrix.sub_apply, Matrix.smul_apply, e1, e2, Matrix.one_apply,
      Sum.inl.injEq, smul_eq_mul, mul_zero, sub_zero]
    rw [← mul_assoc, div_mul_cancel₀ _ htc]
    split_ifs <;> ring
```

## (g) What a permanently vanishing amplitude implies

Let $H$ be any finite square matrix. Show that if $(e^{-isH})_{pq}=0$ for all real $s$, then $(H^2)_{pq}=0$.

**Solution.** A function that is zero at all times has zero second derivative. At $s=0$ this derivative is $(A^2)_{pq}=-(H^2)_{pq}$, with $A=-iH$. The code's `step` performs one differentiation, which brings down one factor $A$, and is applied twice.

```lean
/-- If the amplitude between two states of a finite system vanishes at all real times, then so
does the matrix element of `H²` between them. -/
theorem sq_eq_zero_of_amplitude {n : Type*} [Fintype n] [DecidableEq n] (H : Matrix n n ℂ)
    (p q : n) (h : ∀ s : ℝ, propagator H s p q = 0) : (H * H) p q = 0 := by
  simp only [propagator] at h
  obtain ⟨A, hA⟩ : ∃ A, A = (-Complex.I) • H := ⟨_, rfl⟩
  rw [← hA] at h
  let L : Matrix n n ℂ →ₗ[ℂ] ℂ :=
    { toFun := fun M => M p q, map_add' := fun _ _ => rfl, map_smul' := fun _ _ => rfl }
  -- each time derivative brings down one factor of the generator
  have step : ∀ M : Matrix n n ℂ, (∀ s : ℝ, (NormedSpace.exp ((s : ℂ) • A) * M) p q = 0) →
      ∀ s : ℝ, (NormedSpace.exp ((s : ℂ) • A) * (A * M)) p q = 0 := by
    intro M hM s
    have h1 := (hasDerivAt_exp_smul_const A (s : ℂ)).mul_const M
    have h2 : HasDerivAt (fun u : ℝ => (NormedSpace.exp ((u : ℂ) • A) * M) p q)
        ((NormedSpace.exp ((s : ℂ) • A) * A * M) p q) s :=
      ((LinearMap.toContinuousLinearMap L).hasFDerivAt.comp_hasDerivAt (s : ℂ) h1).comp_ofReal
    simp only [hM] at h2
    rw [← mul_assoc]
    exact h2.unique (hasDerivAt_const s 0)
  have h2 := step _ (step 1 (fun s => by rw [mul_one]; exact h s)) 0
  simp only [Complex.ofReal_zero, zero_smul, NormedSpace.exp_zero, one_mul, mul_one] at h2
  have hAA : A * A = -(H * H) := by
    rw [hA, smul_mul_assoc, mul_smul_comm, smul_smul, neg_mul_neg, Complex.I_mul_I, neg_one_smul]
  rw [hAA, Matrix.neg_apply] at h2
  exact neg_eq_zero.mp h2
```

## (h) Which flux cages

Let $N\ge2$, $t\ne0$ and $|z|=1$. Show that
$$\langle a_i|e^{-isH}|a_j\rangle=0\ \text{ for all real } s \text{ and all } i\neq j\quad\Longleftrightarrow\quad z=-1 .$$

**Solution.** From right to left, this is (f). For the converse, apply (g) to the hubs $a_1$ and $a_0$. With (b) and $t\neq0$,
$$(1+z)S_{10}+(1+z^*)S_{01}^*=0,\qquad S_{10}=1 .$$
If $N>2$, then $S_{01}=0$ and $1+z=0$. If $N=2$, two diamonds join the same hubs, so $S_{01}=1$ and $2+2\,\mathrm{Re}\,z=0$. In both cases $\mathrm{Re}\,z=-1$ (`hre`), and $|z|=1$ then leaves no imaginary part.

At $t=0$ the hubs are decoupled for every $z$, and at $N=1$ there are no distinct hubs, so the equivalence fails in both cases.

```lean
/-- On a ring of at least two diamonds with `t ≠ 0` and a phase `z` on one bond of each diamond,
distinct hubs are decoupled at all real times exactly when `z = -1`. -/
theorem caging_iff (hN : 2 ≤ N) {t : ℝ} (ht : t ≠ 0) {z : ℂ} (hz : ‖z‖ = 1) :
    (∀ (s : ℝ) (i j : ZMod N), i ≠ j →
      propagator (hamiltonian N t z) s (Sum.inl i) (Sum.inl j) = 0) ↔ z = -1 := by
  constructor
  · intro h
    have : Fact (1 < N) := ⟨hN⟩
    have h10 : (1 : ZMod N) ≠ 0 := one_ne_zero
    have hsq := sq_eq_zero_of_amplitude _ _ _ (fun s => h s 1 0 h10)
    have htc : (t : ℂ) ^ 2 ≠ 0 := by simp [ht]
    simp only [hamiltonian, Matrix.fromBlocks_multiply, Matrix.fromBlocks_apply₁₁,
      Matrix.zero_mul, zero_add, two_hops t hz, Matrix.smul_apply, Matrix.add_apply,
      smul_eq_mul, Matrix.one_apply_ne h10, mul_zero, Matrix.conjTranspose_apply] at hsq
    have hsum := (mul_eq_zero.mp hsq).resolve_left htc
    have hs : shift N 1 0 = 1 := by simp [shift]
    rw [hs, mul_one] at hsum
    -- for two cells the hubs are joined by two diamonds, otherwise by one
    have hre : z.re = -1 := by
      by_cases h2 : (0 : ZMod N) = 1 + 1
      · have hb : shift N 0 1 = 1 := by
          simp only [shift, Matrix.of_apply]
          exact if_pos h2
        rw [hb, star_one, mul_one] at hsum
        have := congrArg Complex.re hsum
        simp at this
        linarith
      · have hb : shift N 0 1 = 0 := by
          simp only [shift, Matrix.of_apply]
          exact if_neg h2
        rw [hb, star_zero, mul_zero, add_zero] at hsum
        have := congrArg Complex.re hsum
        simp at this
        linarith
    have hn := Complex.sq_norm z
    rw [hz, Complex.normSq_apply, hre] at hn
    have him : z.im = 0 := mul_self_eq_zero.mp (by linarith)
    apply Complex.ext <;> simp [hre, him]
  · rintro rfl s i j hij
    rw [flux_caging, if_neg hij]

end

end DiamondRingCaging
```

```lean
#print axioms DiamondRingCaging.flux_caging
#print axioms DiamondRingCaging.caging_iff
```

```
'DiamondRingCaging.flux_caging' depends on axioms: [propext, Classical.choice, Quot.sound]
'DiamondRingCaging.caging_iff' depends on axioms: [propext, Classical.choice, Quot.sound]
```
